# Phonon mode weights: bounds, a sum rule, and when they are equal in every basis

Give each of \(n\ge 1\) vibrational coordinates \(j\) a real weight \(w_j\), and let \(e_s\) be the orthonormal polarization vectors of \(n\) modes \(s\), with components \(e_{sj}\). The mode weights
\[
G_s=\sum_j w_j|e_{sj}|^2
\]
satisfy \(\min_j w_j\le G_s\le\max_j w_j\) and \(\sum_s G_s=\sum_j w_j\). They are the same for all modes in every orthonormal basis exactly when all \(w_j\) agree.

## Where the weights come from

In incoherent one-phonon neutron scattering from a harmonic system, averaged over the directions of the momentum transfer, an atom contributes to the intensity of a mode in proportion to its incoherent cross section \(\sigma_j\), its inverse mass \(1/M_j\) and the squared length of its part of the polarization vector. This gives \(w_j=\sigma_j/M_j\), with the three Cartesian coordinates of an atom sharing one value. Within this finite harmonic model, with Debye–Waller factors left out and the factor that depends on mode frequency, temperature and the length of the momentum transfer divided out, the neutron-weighted density of states counts each mode with \(G_s\) instead of 1. It therefore lies between \(\min_j w_j\) times and \(\max_j w_j\) times the true one.

## Bounds and sum rule

Let \(U\) be the matrix with entries \(U_{sj}=e_{sj}\). Its rows are orthonormal, so \(UU^\dagger=1\), and the diagonal entries give \(\sum_j|U_{sj}|^2=1\). Hence \(G_s\) is a weighted average: if \(a\le w_j\le b\) for all \(j\), then
\[
a=\sum_j a|U_{sj}|^2\le G_s\le\sum_j b|U_{sj}|^2=b .
\]
The gap to the upper bound is \(b-G_s=\sum_j(b-w_j)|U_{sj}|^2\), a sum of nonnegative terms. It vanishes exactly when every coordinate that moves in the mode has \(w_j=b\).

Since \(U\) is square, \(U^\dagger U=1\) as well, so \(\sum_s|U_{sj}|^2=1\) and
\[
\sum_s G_s=\sum_j w_j\sum_s|U_{sj}|^2=\sum_j w_j .
\]
If all modes of one basis share the value \(g\), then \(ng=\sum_j w_j\): \(g\) is the mean weight.

## Equal mode weights

Suppose \(G_s\) is independent of \(s\) in every basis. For \(U=1\) each mode moves a single coordinate and \(G_s=w_s\), so all \(w_j\) agree. Conversely, if all \(w_j\) equal \(a\), the bounds with \(b=a\) force \(G_s=a\). For positive masses, \(\sigma_i/M_i=\sigma_j/M_j\) means \(\sigma_iM_j=\sigma_jM_i\).

One basis is not enough. Take two modes \((c,s)\) and \((-s,c)\), where \(s\) is now a real amplitude and \(c^2+s^2=1\). Then
\[
G_0-G_1=(w_0-w_1)(c^2-s^2),
\]
which also vanishes for equal mixing, \(c^2=s^2\), whatever the weights.

## Without orthogonality

Let \(w=(1,3)\) and let both rows of \(U\) be \((1,0)\). The rows are normalized but not orthogonal. The bounds survive, but \(G_0+G_1=2\) while \(w_0+w_1=4\).

## The statement in Lean

The finite type `ι` labels both coordinates and modes, `modeWeight w U s` is \(G_s\), and `U ∈ unitaryGroup ι ℂ` says that the polarization vectors form an orthonormal basis. In `modeWeight_main`, `inf'` and `sup'` are the minimum and maximum, which is why `[Nonempty ι]` is assumed.

The weights may be any real numbers; only `flat_iff_proportional` brings in \(\sigma_j\) and \(M_j>0\). Frequencies and force constants do not enter. "Every basis" means every unitary matrix, whether or not the force constants of a real crystal could produce it.

```lean
import Mathlib

open Matrix

namespace PhononModeWeights

variable {ι : Type*} [Fintype ι]

/-- The scattering weight `G_s = ∑_j w_j |e_sj|²` of mode `s`, where row `s` of `U` is the
polarization vector `e_s` and `w_j` is the weight of coordinate `j`. -/
def modeWeight (w : ι → ℝ) (U : Matrix ι ι ℂ) (s : ι) : ℝ :=
  ∑ j, w j * Complex.normSq (U s j)

variable [DecidableEq ι]

/-- Each polarization vector is normalized: its squared amplitudes add up to one. -/
theorem sum_over_coordinates {U : Matrix ι ι ℂ} (hU : U ∈ unitaryGroup ι ℂ) (s : ι) :
    ∑ j, Complex.normSq (U s j) = 1 := by
  have h := congrFun (congrFun (mem_unitaryGroup_iff.mp hU) s) s
  rw [Matrix.mul_apply, Matrix.one_apply_eq] at h
  have h' : ((∑ j, Complex.normSq (U s j) : ℝ) : ℂ) = 1 := by
    refine Eq.trans ?_ h
    rw [Complex.ofReal_sum]
    refine Finset.sum_congr rfl fun j _ => ?_
    rw [Matrix.star_apply]
    exact (Complex.mul_conj _).symm
  exact_mod_cast h'

/-- The modes are complete: the squared amplitudes of one coordinate, added over all modes,
give one. -/
theorem sum_over_modes {U : Matrix ι ι ℂ} (hU : U ∈ unitaryGroup ι ℂ) (j : ι) :
    ∑ s, Complex.normSq (U s j) = 1 := by
  have h := congrFun (congrFun (mem_unitaryGroup_iff'.mp hU) j) j
  rw [Matrix.mul_apply, Matrix.one_apply_eq] at h
  have h' : ((∑ s, Complex.normSq (U s j) : ℝ) : ℂ) = 1 := by
    refine Eq.trans ?_ h
    rw [Complex.ofReal_sum]
    refine Finset.sum_congr rfl fun s _ => ?_
    rw [Matrix.star_apply, mul_comm]
    exact (Complex.mul_conj _).symm
  exact_mod_cast h'

/-- If all coordinate weights lie between `a` and `b`, so does the weight of every mode. -/
theorem modeWeight_mem_Icc {w : ι → ℝ} {U : Matrix ι ι ℂ} (hU : U ∈ unitaryGroup ι ℂ)
    {a b : ℝ} (ha : ∀ j, a ≤ w j) (hb : ∀ j, w j ≤ b) (s : ι) :
    a ≤ modeWeight w U s ∧ modeWeight w U s ≤ b := by
  -- a constant weight is reproduced by normalization
  have hc : ∀ x : ℝ, ∑ j, x * Complex.normSq (U s j) = x := fun x => by
    rw [← Finset.mul_sum, sum_over_coordinates hU, mul_one]
  constructor
  · rw [← hc a]
    exact Finset.sum_le_sum fun j _ =>
      mul_le_mul_of_nonneg_right (ha j) (Complex.normSq_nonneg _)
  · rw [← hc b]
    exact Finset.sum_le_sum fun j _ =>
      mul_le_mul_of_nonneg_right (hb j) (Complex.normSq_nonneg _)

/-- A mode reaches an upper bound `b` of the coordinate weights exactly when every coordinate
that moves in it has weight `b`. -/
theorem modeWeight_eq_upper_iff {w : ι → ℝ} {U : Matrix ι ι ℂ} (hU : U ∈ unitaryGroup ι ℂ)
    {b : ℝ} (hb : ∀ j, w j ≤ b) (s : ι) :
    modeWeight w U s = b ↔ ∀ j, U s j ≠ 0 → w j = b := by
  -- the deficit is a sum of nonnegative terms
  have hd : ∑ j, (b - w j) * Complex.normSq (U s j) = b - modeWeight w U s := by
    simp only [sub_mul, Finset.sum_sub_distrib]
    rw [← Finset.mul_sum, sum_over_coordinates hU, mul_one, modeWeight]
  have hz := Finset.sum_eq_zero_iff_of_nonneg
    (s := Finset.univ) (f := fun j => (b - w j) * Complex.normSq (U s j))
    (fun j _ => mul_nonneg (sub_nonneg.mpr (hb j)) (Complex.normSq_nonneg _))
  constructor
  · intro h j hj
    have h0 := hz.mp (by rw [hd, h, sub_self]) j (Finset.mem_univ j)
    rcases mul_eq_zero.mp h0 with h1 | h1
    · linarith
    · exact absurd (Complex.normSq_eq_zero.mp h1) hj
  · intro h
    have h0 := hz.mpr (fun j _ => by
      by_cases hj : U s j = 0
      · simp [hj]
      · simp [h j hj])
    rw [hd] at h0
    linarith

/-- Sum rule: the mode weights add up to the sum of the coordinate weights. -/
theorem sum_modeWeight (w : ι → ℝ) {U : Matrix ι ι ℂ} (hU : U ∈ unitaryGroup ι ℂ) :
    ∑ s, modeWeight w U s = ∑ j, w j := by
  unfold modeWeight
  rw [Finset.sum_comm]
  refine Finset.sum_congr rfl fun j _ => ?_
  rw [← Finset.mul_sum, sum_over_modes hU, mul_one]

/-- If all modes of one basis have the same weight, that weight times the number of modes is the
sum of the coordinate weights. -/
theorem flat_value (w : ι → ℝ) {U : Matrix ι ι ℂ} (hU : U ∈ unitaryGroup ι ℂ) {g : ℝ}
    (hg : ∀ s, modeWeight w U s = g) : (Fintype.card ι : ℝ) * g = ∑ j, w j := by
  have h := sum_modeWeight w hU
  simp only [hg, Finset.sum_const, Finset.card_univ, nsmul_eq_mul] at h
  exact h

/-- Mode weights lie between the least and the greatest coordinate weight and obey the sum rule;
they are the same for all modes in every orthonormal basis exactly when all coordinate weights
agree. -/
theorem modeWeight_main [Nonempty ι] (w : ι → ℝ) :
    (∀ U ∈ unitaryGroup ι ℂ,
      (∀ s, Finset.univ.inf' Finset.univ_nonempty w ≤ modeWeight w U s ∧
        modeWeight w U s ≤ Finset.univ.sup' Finset.univ_nonempty w) ∧
      ∑ s, modeWeight w U s = ∑ j, w j) ∧
    ((∀ U ∈ unitaryGroup ι ℂ, ∀ s t, modeWeight w U s = modeWeight w U t) ↔
      ∀ i j, w i = w j) := by
  refine ⟨fun U hU => ⟨fun s => modeWeight_mem_Icc hU
    (fun j => Finset.inf'_le w (Finset.mem_univ j))
    (fun j => Finset.le_sup' w (Finset.mem_univ j)) s, sum_modeWeight w hU⟩, ?_, ?_⟩
  · -- modes that move a single coordinate carry the bare weights
    intro h i j
    have h1 : ∀ s, modeWeight w (1 : Matrix ι ι ℂ) s = w s := fun s => by
      unfold modeWeight
      rw [Finset.sum_eq_single s]
      · simp
      · intro k _ hk
        simp [Matrix.one_apply_ne hk.symm]
      · simp
    rw [← h1 i, ← h1 j]
    exact h 1 (one_mem _) i j
  · -- equal weights pinch every mode weight to the common value
    intro h U hU s t
    have h1 : ∀ r, modeWeight w U r = w s := fun r =>
      have hr := modeWeight_mem_Icc hU (fun j => (h s j).le) (fun j => (h j s).le) r
      le_antisymm hr.2 hr.1
    rw [h1 s, h1 t]

/-- For cross sections `σ_j` and masses `M_j > 0`, the mode weights are the same for all modes in
every basis exactly when the cross sections are proportional to the masses. -/
theorem flat_iff_proportional [Nonempty ι] (σ M : ι → ℝ) (hM : ∀ j, 0 < M j) :
    (∀ U ∈ unitaryGroup ι ℂ, ∀ s t,
      modeWeight (fun j => σ j / M j) U s = modeWeight (fun j => σ j / M j) U t) ↔
      ∀ i j, σ i * M j = σ j * M i := by
  rw [(modeWeight_main (fun j => σ j / M j)).2]
  exact forall_congr' fun i => forall_congr' fun j =>
    div_eq_div_iff (hM i).ne' (hM j).ne'

/-- Two modes that mix two coordinates with real amplitudes `c` and `s`. -/
def mixing (c s : ℝ) : Matrix (Fin 2) (Fin 2) ℂ :=
  !![(c : ℂ), (s : ℂ); -(s : ℂ), (c : ℂ)]

/-- For `c² + s² = 1` the two mixed modes form an orthonormal basis, and their weights coincide
exactly when the coordinate weights agree or the two coordinates are mixed equally. -/
theorem mixing_flat_iff (w : Fin 2 → ℝ) {c s : ℝ} (h : c ^ 2 + s ^ 2 = 1) :
    mixing c s ∈ unitaryGroup (Fin 2) ℂ ∧
    (modeWeight w (mixing c s) 0 = modeWeight w (mixing c s) 1 ↔
      w 0 = w 1 ∨ c ^ 2 = s ^ 2) := by
  constructor
  · have hs : star (mixing c s) = !![(c : ℂ), -(s : ℂ); (s : ℂ), (c : ℂ)] := by
      ext i j
      fin_cases i <;> fin_cases j <;> simp [mixing, Matrix.star_apply]
    have h0 : (c : ℂ) ^ 2 + (s : ℂ) ^ 2 = 1 := by exact_mod_cast h
    have h1 : (c : ℂ) * c + s * s = 1 := by linear_combination h0
    have h2 : (c : ℂ) * -s + s * c = 0 := by ring
    have h3 : -(s : ℂ) * c + c * s = 0 := by ring
    have h4 : -(s : ℂ) * -s + c * c = 1 := by linear_combination h0
    rw [mem_unitaryGroup_iff, hs, mixing, Matrix.mul_fin_two, Matrix.one_fin_two,
      h1, h2, h3, h4]
  · have g0 : modeWeight w (mixing c s) 0 = w 0 * c ^ 2 + w 1 * s ^ 2 := by
      simp [modeWeight, mixing, Fin.sum_univ_two, Complex.normSq_ofReal]
      ring
    have g1 : modeWeight w (mixing c s) 1 = w 0 * s ^ 2 + w 1 * c ^ 2 := by
      simp [modeWeight, mixing, Fin.sum_univ_two, Complex.normSq_ofReal]
      ring
    rw [g0, g1, ← sub_eq_zero (a := w 0), ← sub_eq_zero (a := c ^ 2), ← mul_eq_zero]
    constructor <;> intro hh <;> linear_combination hh

end PhononModeWeights
```

```lean
#print axioms PhononModeWeights.flat_value
#print axioms PhononModeWeights.modeWeight_main
#print axioms PhononModeWeights.flat_iff_proportional
#print axioms PhononModeWeights.mixing_flat_iff
```

```
'PhononModeWeights.flat_value' depends on axioms: [propext, Classical.choice, Quot.sound]
'PhononModeWeights.modeWeight_main' depends on axioms: [propext, Classical.choice, Quot.sound]
'PhononModeWeights.flat_iff_proportional' depends on axioms: [propext, Classical.choice, Quot.sound]
'PhononModeWeights.mixing_flat_iff' depends on axioms: [propext, Classical.choice, Quot.sound]
```

## How the proof runs

The proof turns on two Mathlib descriptions of the same group. `mem_unitaryGroup_iff` reads membership as `U * star U = 1`, and `mem_unitaryGroup_iff'` reads it as `star U * U = 1`. For square matrices over \(\mathbb C\) either equation implies the other, so orthonormal rows bring completeness with them. `sum_over_coordinates` takes a diagonal entry of the first equation, `sum_over_modes` one of the second; `exact_mod_cast` then carries the complex identity back to the reals.

`modeWeight_mem_Icc` compares the sums term by term, and `sum_modeWeight` exchanges them with `Finset.sum_comm`. For the equality case, `modeWeight_eq_upper_iff` writes the gap as a sum and applies `Finset.sum_eq_zero_iff_of_nonneg`.

In `modeWeight_main`, the forward direction of the equivalence inserts the identity matrix, where `Finset.sum_eq_single` keeps the one surviving term. The reverse direction uses the bounds with both ends equal to `w s`, and `le_antisymm` closes the gap. `mixing_flat_iff` checks unitarity entry by entry, computes the two weights, and reduces their equality to the product formula above.
